# Pure dephasing: the exponential law for coherences under diagonal energies and jump operators

A split-step simulation of a few-level system with dephasing noise can alternate between a coherent step, which moves amplitude between levels, and a noise step, in which the Hamiltonian and the jump operators are diagonal in the same basis. The noise step can be taken without a matrix exponential or a numerical integrator: each entry of the density matrix is multiplied by a number computed once for the chosen time step.

## Noise that distinguishes levels without moving population

Consider a quantum system with finitely many levels, coupled to an environment that responds to which level is occupied but drives no transitions. The phase relations between levels fade, and the question is how fast. With $\hbar=1$, the density matrix $\rho$ obeys the Lindblad equation

$$\rho'=-i[H,\rho]+\sum_a\Big(L_a\rho L_a^\dagger-\tfrac12\big(L_a^\dagger L_a\rho+\rho L_a^\dagger L_a\big)\Big),$$

where $H=\mathrm{diag}(E_j)$ has real energies and each jump operator $L_a=\mathrm{diag}(l_{a,j})$ has complex entries, called jump amplitudes here. Physical rates are absorbed into the $L_a$, so $|l_{a,j}|^2$ is an inverse time.

In Lean the levels are indexed by a finite type `n`, which is an index set and not a number, and the jump operators by a finite type `ι`.

```lean
import Mathlib

open Matrix Set

namespace ComplexPureDephasing

noncomputable section

variable {n ι : Type*} [Fintype n] [DecidableEq n] [Fintype ι]
```

The dissipator and the generator are defined for arbitrary matrices; diagonality enters only in the theorems. The symbol `ᴴ` is the conjugate transpose.

```lean
/-- The dissipator `L ρ L* - (L*L ρ + ρ L*L)/2` of one jump operator `L`. -/
def dissipator (L ρ : Matrix n n ℂ) : Matrix n n ℂ :=
  L * ρ * Lᴴ - (1 / 2 : ℂ) • (Lᴴ * L * ρ + ρ * (Lᴴ * L))

/-- The Lindblad generator `-i[H, ρ]` plus the dissipators of the jump operators `L a`. -/
def lindbladian (H : Matrix n n ℂ) (L : ι → Matrix n n ℂ) (ρ : Matrix n n ℂ) :
    Matrix n n ℂ :=
  (-Complex.I) • (H * ρ - ρ * H) + ∑ a, dissipator (L a) ρ
```

A solution is a matrix-valued function of time whose entries have the right derivatives at every $t\ge0$. The set `Ici 0` is the half-line $[0,\infty)$, so the derivative at $t=0$ is one-sided and values at negative times play no role.

```lean
/-- `ρ` solves the Lindblad equation for `t ≥ 0`, entry by entry, with a one-sided
derivative at `t = 0`. -/
def IsLindbladSolution (H : Matrix n n ℂ) (L : ι → Matrix n n ℂ)
    (ρ : ℝ → Matrix n n ℂ) : Prop :=
  ∀ t : ℝ, 0 ≤ t → ∀ j k,
    HasDerivWithinAt (fun s => ρ s j k) (lindbladian H L (ρ t) j k) (Ici 0) t
```

Nothing here requires $\rho$ to be Hermitian, positive or of unit trace, so density matrices are a special case. That a real environment leads to a Lindblad equation with constant, diagonal jump operators is a physical assumption, which the hypotheses take as given.

Two real numbers are attached to each pair of levels:

$$\Gamma_{jk}=\sum_a\frac{|l_{a,j}-l_{a,k}|^2}{2},\qquad \omega_{jk}=E_j-E_k-\sum_a\mathrm{Im}\,(l_{a,j}l_{a,k}^*).$$

They are `dephasingRate` and `coherenceFrequency`, with `star` for complex conjugation. The second sum vanishes when all amplitudes are real.

```lean
/-- The dephasing rate of levels `j` and `k`: half the squared distance between their
lists of jump amplitudes. -/
def dephasingRate (l : ι → n → ℂ) (j k : n) : ℝ :=
  ∑ a, ‖l a j - l a k‖ ^ 2 / 2

/-- The oscillation frequency of the coherence between `j` and `k`: the energy difference, minus the
sum over `a` of the imaginary parts of `l a j * star (l a k)`. -/
def coherenceFrequency (E : n → ℝ) (l : ι → n → ℂ) (j k : n) : ℝ :=
  E j - E k - ∑ a, (l a j * star (l a k)).im
```

## (a) Gain and loss for two amplitudes

For complex $z$ and $w$, separate the difference between the gain term $zw^*$ and the mean loss into real and imaginary parts:

$$zw^*-\frac{|z|^2+|w|^2}{2}=-\frac{|z-w|^2}{2}+i\,\mathrm{Im}(zw^*).$$

Expanding the square gives $|z-w|^2=|z|^2+|w|^2-2\,\mathrm{Re}(zw^*)$, hence

$$-\frac{|z-w|^2}{2}=\mathrm{Re}(zw^*)-\frac{|z|^2+|w|^2}{2}.$$

Adding $i\,\mathrm{Im}(zw^*)$ to both sides completes $zw^*$ on the right. The Lean proof expresses the squared norm through real and imaginary parts and compares the two sides part by part with `Complex.ext`.

```lean
/-- For two complex jump amplitudes `z` and `w`, the gain term `z w*` minus the mean loss
`(|z|² + |w|²)/2` equals `-|z - w|²/2 + i Im (z w*)`. -/
theorem gain_sub_loss (z w : ℂ) :
    z * star w - (star z * z + star w * w) / 2 =
      -((‖z - w‖ ^ 2 / 2 : ℝ) : ℂ) + Complex.I * ((z * star w).im : ℂ) := by
  rw [Complex.sq_norm, Complex.normSq_apply]
  apply Complex.ext <;> simp <;> ring
```

## (b) The generator acts on each entry separately

Write $\mathcal L$ for the right-hand side of the Lindblad equation. Show that for diagonal $H$ and $L_a$ it does not mix matrix entries:

$$(\mathcal L\rho)_{jk}=-(\Gamma_{jk}+i\omega_{jk})\,\rho_{jk}.$$

A diagonal matrix on the left multiplies row $j$, and one on the right multiplies column $k$. For one jump operator,

$$(L_a\rho L_a^\dagger)_{jk}=l_{a,j}l_{a,k}^*\rho_{jk},\quad (L_a^\dagger L_a\rho)_{jk}=|l_{a,j}|^2\rho_{jk},\quad (\rho L_a^\dagger L_a)_{jk}=|l_{a,k}|^2\rho_{jk}.$$

By (a) with $z=l_{a,j}$ and $w=l_{a,k}$, its dissipator multiplies $\rho_{jk}$ by $-|l_{a,j}-l_{a,k}|^2/2+i\,\mathrm{Im}(l_{a,j}l_{a,k}^*)$. Summing over $a$ gives $-\Gamma_{jk}+i\sum_a\mathrm{Im}(l_{a,j}l_{a,k}^*)$. The commutator contributes $-i(E_j-E_k)$, and the imaginary terms combine to $-i\omega_{jk}$.

In Lean, `hch` is the calculation for one jump operator and `hsum` is the sum over $a$; the last lines add the commutator.

```lean
/-- For a diagonal Hamiltonian with real energies and diagonal jump operators, the Lindblad
generator multiplies each entry of `ρ` by minus (dephasing rate + `i` frequency). -/
theorem lindbladian_diagonal (E : n → ℝ) (l : ι → n → ℂ) (ρ : Matrix n n ℂ) (j k : n) :
    lindbladian (diagonal fun i => (E i : ℂ)) (fun a => diagonal (l a)) ρ j k =
      -((dephasingRate l j k : ℂ) + Complex.I * (coherenceFrequency E l j k : ℂ)) *
        ρ j k := by
  -- each jump operator acts on the entry as a scalar
  have hch : ∀ a, dissipator (diagonal (l a)) ρ j k =
      (-((‖l a j - l a k‖ ^ 2 / 2 : ℝ) : ℂ) +
        Complex.I * ((l a j * star (l a k)).im : ℂ)) * ρ j k := by
    intro a
    rw [← gain_sub_loss]
    simp only [dissipator, diagonal_conjTranspose, diagonal_mul_diagonal, Matrix.sub_apply,
      Matrix.smul_apply, Matrix.add_apply, diagonal_mul, mul_diagonal, Pi.star_apply,
      smul_eq_mul]
    ring
  -- the scalars add up to the total rate and the total shift
  have hsum : ∑ a, (-((‖l a j - l a k‖ ^ 2 / 2 : ℝ) : ℂ) +
      Complex.I * ((l a j * star (l a k)).im : ℂ)) =
      -(dephasingRate l j k : ℂ) +
        Complex.I * ((∑ a, (l a j * star (l a k)).im : ℝ) : ℂ) := by
    simp only [dephasingRate, Complex.ofReal_sum, Finset.sum_add_distrib,
      Finset.sum_neg_distrib, Finset.mul_sum]
  rw [lindbladian, Matrix.add_apply, Matrix.sum_apply,
    Finset.sum_congr rfl (fun a _ => hch a), ← Finset.sum_mul, hsum]
  simp only [Matrix.smul_apply, Matrix.sub_apply, diagonal_mul, mul_diagonal, smul_eq_mul,
    coherenceFrequency, Complex.ofReal_sub]
  ring
```

## (c) Derivative of a complex exponential in real time

For a complex constant $c$ and real $t$, show that

$$\frac{d}{dt}e^{ct}=e^{ct}c.$$

The inner function $t\mapsto ct$ has derivative $c$, and the exponential is its own derivative, so the chain rule gives the result. Lean builds the same composition, starting from the identity function on the real line.

```lean
/-- The exponential `exp (c t)` with complex `c` has time derivative `exp (c t) c`. -/
theorem hasDerivAt_exp_mul (c : ℂ) (t : ℝ) :
    HasDerivAt (fun s : ℝ => Complex.exp (c * s)) (Complex.exp (c * t) * c) t := by
  have h := ((hasDerivAt_id t).ofReal_comp.const_mul c).cexp
  simpa using h
```

## (d) The scalar decay equation on a half-line

Let $f$ be a complex function with $f'(t)=-c\,f(t)$ for all $t\ge0$, where $c$ is a complex constant. Show that for $t\ge0$

$$f(t)=e^{-ct}f(0).$$

Multiply by the integrating factor and set $g(s)=e^{cs}f(s)$. By the product rule and (c),

$$g'(s)=c\,e^{cs}f(s)+e^{cs}\big(-c\,f(s)\big)=0.$$

So $g$ is constant on $[0,t]$, which gives $e^{ct}f(t)=f(0)$. Multiplying by $e^{-ct}$ finishes the argument.

The fact `hg` is the vanishing derivative of $g$. The Mathlib lemma `constant_of_has_deriv_right_zero` then makes $g$ constant; it asks for continuity on $[0,t]$ and a zero right derivative, so the one-sided derivative at $0$ suffices.

```lean
/-- A complex amplitude that obeys `f' = -c f` for all `t ≥ 0` equals `exp (-c t) f(0)` for all
`t ≥ 0`. -/
theorem eq_exp_of_linear_decay {f : ℝ → ℂ} {c : ℂ}
    (hf : ∀ t : ℝ, 0 ≤ t → HasDerivWithinAt f (-c * f t) (Ici 0) t) {t : ℝ} (ht : 0 ≤ t) :
    f t = Complex.exp (-c * t) * f 0 := by
  -- the integrating factor makes the product stationary
  have hg : ∀ s : ℝ, 0 ≤ s →
      HasDerivWithinAt (fun s : ℝ => Complex.exp (c * s) * f s) 0 (Ici 0) s := by
    intro s hs
    refine ((hasDerivAt_exp_mul c s).hasDerivWithinAt.fun_mul (hf s hs)).congr_deriv ?_
    ring
  have h := constant_of_has_deriv_right_zero (a := 0) (b := t)
    (fun s hs => (hg s hs.1).continuousWithinAt.mono Icc_subset_Ici_self)
    (fun s hs => (hg s hs.1).mono (Ici_subset_Ici.2 hs.1)) t ⟨ht, le_rfl⟩
  simp only [Complex.ofReal_zero, mul_zero, Complex.exp_zero, one_mul] at h
  rw [← h, ← mul_assoc, ← Complex.exp_add, show -c * (t : ℂ) + c * t = 0 by ring,
    Complex.exp_zero, one_mul]
```

## (e) All solutions of the dephasing equation

Show that $\rho$ solves the Lindblad equation for $t\ge0$ if and only if, for all $t\ge0$ and all $j,k$,

$$\rho_{jk}(t)=e^{-(\Gamma_{jk}+i\omega_{jk})t}\,\rho_{jk}(0).$$

If $\rho$ is a solution, (b) turns the equation for each entry into the scalar equation of (d) with $c=\Gamma_{jk}+i\omega_{jk}$, and the formula follows. Conversely, if the formula holds, (c) gives

$$\rho_{jk}'(t)=-(\Gamma_{jk}+i\omega_{jk})\,\rho_{jk}(t),$$

which is $(\mathcal L\rho(t))_{jk}$ by (b). Every initial matrix therefore has a solution, and it is unique on $t\ge0$. For $j=k$ both $\Gamma_{jj}$ and $\omega_{jj}$ are zero, so the populations are constant.

The two bullets of the Lean proof are these two directions. In the second, `hd.congr` replaces the explicit exponential by $\rho_{jk}$ on the half-line, where the two agree.

```lean
/-- For real energies and diagonal jump operators, `ρ` solves the Lindblad equation for
`t ≥ 0` exactly when each entry decays at its dephasing rate and rotates at its frequency. -/
theorem isLindbladSolution_iff (E : n → ℝ) (l : ι → n → ℂ) (ρ : ℝ → Matrix n n ℂ) :
    IsLindbladSolution (diagonal fun i => (E i : ℂ)) (fun a => diagonal (l a)) ρ ↔
      ∀ t : ℝ, 0 ≤ t → ∀ j k, ρ t j k =
        Complex.exp (-((dephasingRate l j k : ℂ) +
          Complex.I * (coherenceFrequency E l j k : ℂ)) * t) * ρ 0 j k := by
  constructor
  · intro h t ht j k
    refine eq_exp_of_linear_decay (f := fun s => ρ s j k) (fun s hs => ?_) ht
    exact (h s hs j k).congr_deriv (lindbladian_diagonal E l (ρ s) j k)
  · intro h t ht j k
    have hd := ((hasDerivAt_exp_mul (-((dephasingRate l j k : ℂ) +
      Complex.I * (coherenceFrequency E l j k : ℂ))) t).mul_const
        (ρ 0 j k)).hasDerivWithinAt (s := Ici 0)
    refine (hd.congr (fun s hs => h s hs j k) (h t ht j k)).congr_deriv ?_
    rw [lindbladian_diagonal, h t ht j k]
    ring
```

## (f) The modulus of a coherence

For a solution $\rho$ and $t\ge0$, show that

$$|\rho_{jk}(t)|=e^{-\Gamma_{jk}t}\,|\rho_{jk}(0)|.$$

Take the modulus of the formula in (e). The exponential factors as $e^{-\Gamma_{jk}t}e^{-i\omega_{jk}t}$. Since $\omega_{jk}t$ is real, the second factor has modulus one, and the first is positive. The energies and the frequency shifts thus affect only the phase. As $\Gamma_{jk}\ge0$, no modulus grows.

In Lean, `hsplit` separates the exponent into its real and imaginary parts, and `Complex.norm_exp_ofReal_mul_I` removes the phase. The name `norm_coherence` suggests off-diagonal entries, but the theorem also holds for $j=k$.

```lean
/-- Pure dephasing: for real energies and diagonal jump operators with complex entries, the
modulus of each entry of a solution decays exponentially at its dephasing rate for `t ≥ 0`. -/
theorem norm_coherence {E : n → ℝ} {l : ι → n → ℂ} {ρ : ℝ → Matrix n n ℂ}
    (h : IsLindbladSolution (diagonal fun i => (E i : ℂ)) (fun a => diagonal (l a)) ρ)
    {t : ℝ} (ht : 0 ≤ t) (j k : n) :
    ‖ρ t j k‖ = Real.exp (-(dephasingRate l j k * t)) * ‖ρ 0 j k‖ := by
  -- split the exponent into a real decay and a pure phase
  have hsplit : -((dephasingRate l j k : ℂ) +
      Complex.I * (coherenceFrequency E l j k : ℂ)) * t =
      ((-(dephasingRate l j k * t) : ℝ) : ℂ) +
        ((-(coherenceFrequency E l j k * t) : ℝ) : ℂ) * Complex.I := by
    push_cast
    ring
  rw [(isLindbladSolution_iff E l ρ).1 h t ht j k, norm_mul, hsplit, Complex.exp_add,
    norm_mul, Complex.norm_exp_ofReal_mul_I, mul_one, Complex.norm_exp, Complex.ofReal_re]
```

## (g) One jump operator

Let there be a single jump operator $L=\mathrm{diag}(l_j)$. Show that for $t\ge0$

$$|\rho_{jk}(t)|=e^{-t|l_j-l_k|^2/2}\,|\rho_{jk}(0)|.$$

The sum defining $\Gamma_{jk}$ has one term, $|l_j-l_k|^2/2$, and (f) gives the claim. The rate depends on the distance between the two amplitudes in the complex plane, so amplitudes of equal size but different phase still cause dephasing. Lean expresses "one jump operator" by the index type `Unit`, which has a single element.

```lean
/-- For a solution of the Lindblad equation with real diagonal energies and a single diagonal jump
operator with complex entries `l j`, `|ρ_jk(t)| = exp (-t |l_j - l_k|²/2) |ρ_jk(0)|` for `t ≥ 0`. -/
theorem norm_coherence_single {E : n → ℝ} {l : n → ℂ} {ρ : ℝ → Matrix n n ℂ}
    (h : IsLindbladSolution (diagonal fun i => (E i : ℂ)) (fun _ : Unit => diagonal l) ρ)
    {t : ℝ} (ht : 0 ≤ t) (j k : n) :
    ‖ρ t j k‖ = Real.exp (-t * ‖l j - l k‖ ^ 2 / 2) * ‖ρ 0 j k‖ := by
  have hr : dephasingRate (fun _ : Unit => l) j k = ‖l j - l k‖ ^ 2 / 2 := by
    simp [dephasingRate]
  rw [norm_coherence (l := fun _ : Unit => l) h ht j k, hr,
    show -(‖l j - l k‖ ^ 2 / 2 * t) = -t * ‖l j - l k‖ ^ 2 / 2 by ring]
```

## (h) Coherences that keep their modulus

Let $\rho$ be a solution for any finite family of jump operators, let $t>0$ and let $\rho_{jk}(0)\ne0$. Show that

$$|\rho_{jk}(t)|=|\rho_{jk}(0)|\iff l_{a,j}=l_{a,k}\ \text{for every }a.$$

By (f), equality of the moduli means $e^{-\Gamma_{jk}t}|\rho_{jk}(0)|=|\rho_{jk}(0)|$. Dividing by the nonzero modulus gives $e^{-\Gamma_{jk}t}=1$, so $\Gamma_{jk}t=0$, and $\Gamma_{jk}=0$ because $t>0$. A sum of nonnegative terms vanishes only if each term does, so $l_{a,j}=l_{a,k}$ for every $a$. Conversely, equal amplitudes give $\Gamma_{jk}=0$, and the modulus stays constant.

A coherence therefore survives undiminished exactly when no jump operator distinguishes its two levels. A single later time is enough to decide this. In the Lean proof, `h1`, `h2` and `hr` are the three deductions leading to $\Gamma_{jk}=0$, and `h3` extracts the individual term.

```lean
/-- For a solution of the Lindblad equation with real diagonal energies and diagonal jump operators,
an initially nonzero entry has its initial modulus at a time `t > 0` exactly when every jump
operator has equal amplitudes on the two levels. -/
theorem norm_coherence_eq_iff {E : n → ℝ} {l : ι → n → ℂ} {ρ : ℝ → Matrix n n ℂ}
    (h : IsLindbladSolution (diagonal fun i => (E i : ℂ)) (fun a => diagonal (l a)) ρ)
    {t : ℝ} (ht : 0 < t) {j k : n} (h0 : ρ 0 j k ≠ 0) :
    ‖ρ t j k‖ = ‖ρ 0 j k‖ ↔ ∀ a, l a j = l a k := by
  rw [norm_coherence h ht.le j k]
  constructor
  · intro he a
    have h1 : Real.exp (-(dephasingRate l j k * t)) = 1 :=
      mul_right_cancel₀ (norm_ne_zero_iff.2 h0) (he.trans (one_mul _).symm)
    have h2 : dephasingRate l j k * t = 0 := neg_eq_zero.1 ((Real.exp_eq_one_iff _).1 h1)
    have hr : dephasingRate l j k = 0 := (mul_eq_zero.1 h2).resolve_right ht.ne'
    -- a vanishing sum of squares vanishes term by term
    have h3 : ‖l a j - l a k‖ ^ 2 / 2 = 0 :=
      (Finset.sum_eq_zero_iff_of_nonneg (fun b _ => by positivity)).1 hr a
        (Finset.mem_univ a)
    have h4 : ‖l a j - l a k‖ ^ 2 = 0 := by linarith
    exact sub_eq_zero.1 (norm_eq_zero.1 ((pow_eq_zero_iff two_ne_zero).1 h4))
  · intro hl
    simp [dephasingRate, hl]

end

end ComplexPureDephasing
```

```lean
#print axioms ComplexPureDephasing.norm_coherence
-- 'ComplexPureDephasing.norm_coherence' depends on axioms: [propext, Classical.choice, Quot.sound]
#print axioms ComplexPureDephasing.norm_coherence_single
-- 'ComplexPureDephasing.norm_coherence_single' depends on axioms: [propext, Classical.choice, Quot.sound]
#print axioms ComplexPureDephasing.norm_coherence_eq_iff
-- 'ComplexPureDephasing.norm_coherence_eq_iff' depends on axioms: [propext, Classical.choice, Quot.sound]
```

## A noise step for a chain of sites

Take an excitation on a chain of sites with energies $E_j$, a Hermitian hopping matrix $V$ with zero diagonal, and independent dephasing of strength $\gamma>0$ on each site. There is one jump operator per site, with $l_{a,j}=\sqrt\gamma$ if $a=j$ and $0$ otherwise. For $j\ne k$ two terms of the sum contribute $\gamma/2$ each, so $\Gamma_{jk}=\gamma$. The amplitudes are real, so $\omega_{jk}=E_j-E_k$.

For a time step $\tau$, the program stores the table

$$F_{jk}=e^{-(\gamma+i(E_j-E_k))\tau}\quad(j\ne k),\qquad F_{jj}=1,$$

and the matrix $U=e^{-iV\tau/2}$. One symmetric step replaces $\rho$ by $U\rho U^\dagger$, multiplies each entry $\rho_{jk}$ by $F_{jk}$, and applies $U$ in the same way again. With $\gamma=0.1$ and $\tau=0.5$ in matching units, the middle operation scales each off-diagonal modulus by $e^{-0.05}\approx0.951$.

By (e), the middle operation solves the diagonal part of the equation for any step length. The time-step error comes from alternating it with the hopping, a matter of splitting theory that the theorems above leave aside.
